# A stationary quadratic Lagrangian turns errors of order n+2 and n+1 into an error of order 2n+3

When a response calculation stops at a finite order in the perturbation strength $t$, the approximate variables and multipliers can be inserted into the Lagrangian to obtain an energy. If the variables are in error by order $t^{n+2}$ and the multipliers by order $t^{n+1}$, this energy is in error by at most a constant times $t^{2n+3}$, provided that the energy is quadratic, the constraints are linear, the exact point is stationary, and the Hessian and the constraint map stay bounded as $t$ varies.

The $2n+1$ theorem of perturbation theory says that variables known through order $n$ determine the energy derivatives through order $2n+1$. The case above has variables known through order $n+1$ and multipliers only through order $n$; it corresponds to the companion $2n+2$ rule for the multipliers. Both are treated here only as error estimates for a quadratic model: the sizes of the errors are given, and no perturbation series is constructed. The general bound `lagrangian_error_le` covers the $2n+1$ case too, with both errors of order $n+1$ and an energy error of order $2n+2$.

## Energy, constraint and stationary point

The variables $x$, for instance displacements or response parameters, lie in a real inner product space $E$, and the multipliers $m$ in another, $F$. Any finite number of real parameters is allowed. Complex parameters must first be split into real and imaginary parts.

```lean
import Mathlib

open Set

namespace LagrangianErrorOrder

noncomputable section

variable {E F : Type*} [NormedAddCommGroup E] [InnerProductSpace ℝ E]
  [NormedAddCommGroup F] [InnerProductSpace ℝ F]
```

With Hessian $H$ and constant force $b$, the energy is
$$\mathcal E(x)=\tfrac12\langle x,Hx\rangle-\langle b,x\rangle .$$
In Lean, `E →L[ℝ] E` is the type of bounded linear maps; in finite dimension every linear map is bounded.

```lean
/-- The quadratic energy `⟨x, Hx⟩/2 - ⟨b, x⟩` with Hessian `H` and linear force `b`. -/
def energy (H : E →L[ℝ] E) (b x : E) : ℝ :=
  inner ℝ x (H x) / 2 - inner ℝ b x
```

A linear constraint $Cx=d$ enters through the multipliers:
$$L(x,m)=\mathcal E(x)+\langle m,Cx-d\rangle .$$
Nonlinear constraints, such as the normalisation of an orbital, are not covered.

```lean
/-- The energy plus the constraint `C x = d` weighted by the multipliers `m`. -/
def lagrangian (H : E →L[ℝ] E) (b : E) (C : E →L[ℝ] F) (d : F) (x : E) (m : F) : ℝ :=
  energy H b x + inner ℝ m (C x - d)
```

A point is stationary if $L$ has zero slope along every straight line through it, with variables and multipliers moving together. It need not be a minimum, and its existence is assumed.

```lean
/-- The Lagrangian has zero slope at `(x, m)` along every joint direction `(u, w)`. -/
def IsStationary (H : E →L[ℝ] E) (b : E) (C : E →L[ℝ] F) (d : F) (x : E) (m : F) : Prop :=
  ∀ (u : E) (w : F),
    HasDerivAt (fun s : ℝ => lagrangian H b C d (x + s • u) (m + s • w)) 0 0
```

## Expansion about an arbitrary point

Let $u$ and $w$ be the errors in $x$ and $m$. The quadratic term becomes
$$\tfrac12\langle x+u,H(x+u)\rangle=\tfrac12\langle x,Hx\rangle+\tfrac12\langle x,Hu\rangle+\tfrac12\langle u,Hx\rangle+\tfrac12\langle u,Hu\rangle .$$
Since $H$ is symmetric, the two middle terms add up to $\langle Hx,u\rangle$. The constraint term becomes
$$\langle m,Cx-d\rangle+\langle m,Cu\rangle+\langle w,Cx-d\rangle+\langle w,Cu\rangle .$$
Collecting terms by order gives
$$L(x+u,m+w)=L(x,m)+g+q,$$
$$g=\langle Hx-b,u\rangle+\langle m,Cu\rangle+\langle w,Cx-d\rangle,\qquad q=\tfrac12\langle u,Hu\rangle+\langle w,Cu\rangle .$$

The hypothesis `hH` expresses the symmetry of $H$. In the proof, `h1` and `h2` identify the two cross terms, and `linear_combination` adds half of each.

```lean
variable {H : E →L[ℝ] E} {b : E} {C : E →L[ℝ] F} {d : F}

/-- Exact expansion of the Lagrangian about any point into its value, its first variation
and its second-order part. -/
theorem lagrangian_expansion (hH : ∀ y z, inner ℝ (H y) z = inner ℝ y (H z))
    (x u : E) (m w : F) :
    lagrangian H b C d (x + u) (m + w) = lagrangian H b C d x m
      + (inner ℝ (H x - b) u + inner ℝ m (C u) + inner ℝ w (C x - d))
      + (inner ℝ u (H u) / 2 + inner ℝ w (C u)) := by
  -- symmetry of the Hessian merges the two cross terms
  have h1 : inner ℝ x (H u) = inner ℝ (H x) u := (hH x u).symm
  have h2 : inner ℝ u (H x) = inner ℝ (H x) u := real_inner_comm _ _
  simp only [lagrangian, energy, map_add, inner_add_left, inner_add_right,
    inner_sub_left, inner_sub_right]
  linear_combination (1 / 2) * h1 + (1 / 2) * h2
```

## Force balance and constraint

Replacing $u,w$ by $su,sw$ turns the expansion into $L(x,m)+sg+s^2q$, whose slope at $s=0$ is $g$. Stationarity therefore means $g=0$ for all $u$ and $w$.

Taking $w=0$ gives $\langle Hx-b,u\rangle+\langle m,Cu\rangle=0$ for every $u$: the force balances the constraint force. Taking $u=0$ and $w=Cx-d$ gives $\|Cx-d\|^2=0$, hence $Cx=d$. Conversely, these two conditions make $g$ vanish.

In the proof, `quad` differentiates the polynomial in $s$ and `line` identifies its slope with $g$. Uniqueness of the derivative then gives the two conditions.

```lean
/-- A point is stationary exactly when the force balances the constraint force in every
direction and the constraint is satisfied. -/
theorem isStationary_iff (hH : ∀ y z, inner ℝ (H y) z = inner ℝ y (H z)) (x : E) (m : F) :
    IsStationary H b C d x m ↔
      (∀ u, inner ℝ (H x - b) u + inner ℝ m (C u) = 0) ∧ C x = d := by
  have quad : ∀ k g q : ℝ, HasDerivAt (fun s : ℝ => k + s * g + s ^ 2 * q) g 0 := by
    intro k g q
    have h := (((hasDerivAt_id' (0 : ℝ)).mul_const g).const_add k).fun_add
      ((hasDerivAt_pow 2 (0 : ℝ)).mul_const q)
    exact h.congr_deriv (by simp)
  -- the slope along a line is the first variation
  have line : ∀ (u : E) (w : F),
      HasDerivAt (fun s : ℝ => lagrangian H b C d (x + s • u) (m + s • w))
        (inner ℝ (H x - b) u + inner ℝ m (C u) + inner ℝ w (C x - d)) 0 := by
    intro u w
    have hf : (fun s : ℝ => lagrangian H b C d (x + s • u) (m + s • w)) =
        fun s : ℝ => lagrangian H b C d x m
          + s * (inner ℝ (H x - b) u + inner ℝ m (C u) + inner ℝ w (C x - d))
          + s ^ 2 * (inner ℝ u (H u) / 2 + inner ℝ w (C u)) := by
      funext s
      rw [lagrangian_expansion hH x (s • u) m (s • w)]
      simp only [map_smul, real_inner_smul_left, real_inner_smul_right]
      ring
    rw [hf]
    exact quad _ _ _
  constructor
  · intro h
    constructor
    · intro u
      have h0 := (h u 0).unique (line u 0)
      rw [inner_zero_left, add_zero] at h0
      exact h0.symm
    · have h0 := (h 0 (C x - d)).unique (line 0 (C x - d))
      rw [map_zero, inner_zero_right, inner_zero_right, add_zero, zero_add] at h0
      exact sub_eq_zero.mp (inner_self_eq_zero.mp h0.symm)
  · rintro ⟨h1, h2⟩ u w
    exact (line u w).congr_deriv (by rw [h1 u, h2, sub_self, inner_zero_right, add_zero])
```

## The exact change

At a stationary point $g=0$, so only the second-order part remains:
$$L(x+u,m+w)-L(x,m)=\tfrac12\langle u,Hu\rangle+\langle w,Cu\rangle .$$
This is an identity for errors of any size. There is no term quadratic in $w$, because $L$ is linear in the multipliers.

```lean
/-- At a stationary point, errors `u` in the variables and `w` in the multipliers change the
Lagrangian by exactly `⟨u, Hu⟩/2 + ⟨w, Cu⟩`. -/
theorem lagrangian_change (hH : ∀ y z, inner ℝ (H y) z = inner ℝ y (H z))
    {x : E} {m : F} (hs : IsStationary H b C d x m) (u : E) (w : F) :
    lagrangian H b C d (x + u) (m + w) - lagrangian H b C d x m
      = inner ℝ u (H u) / 2 + inner ℝ w (C u) := by
  obtain ⟨h1, h2⟩ := (isStationary_iff hH x m).mp hs
  have h3 : inner ℝ w (C x - d) = 0 := by rw [h2, sub_self, inner_zero_right]
  linear_combination lagrangian_expansion (b := b) (C := C) (d := d) hH x u m w + h1 u + h3
```

## From error sizes to a power of t

Suppose $\|u\|\le a t^p$ and $\|w\|\le a t^q$ with $0<t\le1$. From here on $p$ and $q$ are whole-number exponents, and $q$ no longer stands for the second-order part. The constant $a$ measures the neglected part of the solution, $h\ge\|H\|$ bounds the stiffness, and $c\ge\|C\|$ bounds the coupling to the constraint. Cauchy–Schwarz and the operator norms give
$$\left|\tfrac12\langle u,Hu\rangle+\langle w,Cu\rangle\right|\le\tfrac h2\|u\|^2+c\,\|w\|\|u\|\le\tfrac h2a^2t^{2p}+c\,a^2t^{p+q}.$$
Because $t\le1$, both powers are at most $t^r$ whenever $r\le2p$ and $r\le p+q$. The total is then at most $a^2(h/2+c)\,t^r$.

The steps `uu` and `wu` bound the products of the errors; `h1` and `h2` bound the two terms of the exact change.

```lean
/-- If the variables are in error by order `p` and the multipliers by order `q`, the
Lagrangian is in error by any order `r` not above `2p` and `p + q`. -/
theorem lagrangian_error_le (hH : ∀ y z, inner ℝ (H y) z = inner ℝ y (H z))
    {x u : E} {m w : F} (hs : IsStationary H b C d x m) {a h c t : ℝ} {p q r : ℕ}
    (hp : r ≤ 2 * p) (hq : r ≤ p + q) (ht : t ∈ Ioc (0 : ℝ) 1)
    (hh : ‖H‖ ≤ h) (hc : ‖C‖ ≤ c) (hu : ‖u‖ ≤ a * t ^ p) (hw : ‖w‖ ≤ a * t ^ q) :
    |lagrangian H b C d (x + u) (m + w) - lagrangian H b C d x m|
      ≤ a ^ 2 * (h / 2 + c) * t ^ r := by
  rw [lagrangian_change hH hs]
  -- products of errors, with powers of t lowered to r
  have uu : ‖u‖ * ‖u‖ ≤ a ^ 2 * t ^ r := calc
    ‖u‖ * ‖u‖ ≤ (a * t ^ p) * (a * t ^ p) :=
      mul_le_mul hu hu (norm_nonneg _) ((norm_nonneg _).trans hu)
    _ = a ^ 2 * t ^ (2 * p) := by ring
    _ ≤ a ^ 2 * t ^ r :=
      mul_le_mul_of_nonneg_left (pow_le_pow_of_le_one ht.1.le ht.2 hp) (sq_nonneg a)
  have wu : ‖w‖ * ‖u‖ ≤ a ^ 2 * t ^ r := calc
    ‖w‖ * ‖u‖ ≤ (a * t ^ q) * (a * t ^ p) :=
      mul_le_mul hw hu (norm_nonneg _) ((norm_nonneg _).trans hw)
    _ = a ^ 2 * t ^ (p + q) := by ring
    _ ≤ a ^ 2 * t ^ r :=
      mul_le_mul_of_nonneg_left (pow_le_pow_of_le_one ht.1.le ht.2 hq) (sq_nonneg a)
  -- Cauchy-Schwarz and the operator norms
  have h1 : |inner ℝ u (H u)| ≤ h * (a ^ 2 * t ^ r) := calc
    |inner ℝ u (H u)| ≤ ‖u‖ * ‖H u‖ := abs_real_inner_le_norm _ _
    _ ≤ ‖u‖ * (‖H‖ * ‖u‖) := mul_le_mul_of_nonneg_left (H.le_opNorm u) (norm_nonneg _)
    _ = ‖H‖ * (‖u‖ * ‖u‖) := by ring
    _ ≤ h * (a ^ 2 * t ^ r) :=
      mul_le_mul hh uu (by positivity) ((norm_nonneg _).trans hh)
  have h2 : |inner ℝ w (C u)| ≤ c * (a ^ 2 * t ^ r) := calc
    |inner ℝ w (C u)| ≤ ‖w‖ * ‖C u‖ := abs_real_inner_le_norm _ _
    _ ≤ ‖w‖ * (‖C‖ * ‖u‖) := mul_le_mul_of_nonneg_left (C.le_opNorm u) (norm_nonneg _)
    _ = ‖C‖ * (‖w‖ * ‖u‖) := by ring
    _ ≤ c * (a ^ 2 * t ^ r) :=
      mul_le_mul hc wu (by positivity) ((norm_nonneg _).trans hc)
  obtain ⟨h1l, h1r⟩ := abs_le.mp h1
  obtain ⟨h2l, h2r⟩ := abs_le.mp h2
  exact abs_le.mpr ⟨by linarith, by linarith⟩
```

Now set $p=n+2$ and $q=n+1$. Then $2p=2n+4$ and $p+q=2n+3$, so $r=2n+3$ is allowed. The mixed term $\langle w,Cu\rangle$ sets the order.

In the next theorem $H$, $b$, $C$, $d$, the stationary point and the errors are all functions of $t$, as they are when a perturbation is switched on. The numbers $a$, $h$ and $c$ are fixed before $t$, so $K=a^2(h/2+c)$ is independent of $t$. That the Hessian and the constraint map stay bounded on $0<t\le1$ is assumed.

```lean
/-- Along a family of problems with perturbation strength `t`, variable errors of order `n+2`
and multiplier errors of order `n+1` change the Lagrangian by at most a `t`-independent
constant times `t^(2n+3)`. -/
theorem lagrangian_error_order (H : ℝ → E →L[ℝ] E) (b : ℝ → E) (C : ℝ → E →L[ℝ] F)
    (d : ℝ → F) (x u : ℝ → E) (m w : ℝ → F) (a h c : ℝ) (n : ℕ)
    (hH : ∀ t ∈ Ioc (0 : ℝ) 1, ∀ y z, inner ℝ (H t y) z = inner ℝ y (H t z))
    (hs : ∀ t ∈ Ioc (0 : ℝ) 1, IsStationary (H t) (b t) (C t) (d t) (x t) (m t))
    (hh : ∀ t ∈ Ioc (0 : ℝ) 1, ‖H t‖ ≤ h) (hc : ∀ t ∈ Ioc (0 : ℝ) 1, ‖C t‖ ≤ c)
    (hu : ∀ t ∈ Ioc (0 : ℝ) 1, ‖u t‖ ≤ a * t ^ (n + 2))
    (hw : ∀ t ∈ Ioc (0 : ℝ) 1, ‖w t‖ ≤ a * t ^ (n + 1)) :
    ∀ t ∈ Ioc (0 : ℝ) 1,
      |lagrangian (H t) (b t) (C t) (d t) (x t + u t) (m t + w t)
        - lagrangian (H t) (b t) (C t) (d t) (x t) (m t)|
      ≤ a ^ 2 * (h / 2 + c) * t ^ (2 * n + 3) := fun t ht =>
  lagrangian_error_le (hH t ht) (hs t ht) (by omega) (by omega) ht
    (hh t ht) (hc t ht) (hu t ht) (hw t ht)
```

## The constrained energy

At the exact point $Cx=d$, so $L(x,m)=\mathcal E(x)$. The Lagrangian at the approximate point therefore estimates the exact constrained energy with the same order of error. The bare energy $\mathcal E(x+u)$ differs from $\mathcal E(x)$ by $-\langle m,Cu\rangle+\tfrac12\langle u,Hu\rangle$, whose first term is in general only of order $t^{n+2}$. That term vanishes if the approximate variables satisfy the constraint exactly, and the bare energy then equals the Lagrangian. The theorem below treats one value of $t$. For a family of problems, its prefactor is bounded independently of $t$ if $a$ is fixed and $\|H\|$ and $\|C\|$ stay bounded, as assumed above.

```lean
/-- The Lagrangian at the approximate point reproduces the energy of the exact constrained
stationary point up to a constant times `t^(2n+3)`. -/
theorem constrained_energy_error (hH : ∀ y z, inner ℝ (H y) z = inner ℝ y (H z))
    {x u : E} {m w : F} (hs : IsStationary H b C d x m) {a t : ℝ} {n : ℕ}
    (ht : t ∈ Ioc (0 : ℝ) 1) (hu : ‖u‖ ≤ a * t ^ (n + 2)) (hw : ‖w‖ ≤ a * t ^ (n + 1)) :
    |lagrangian H b C d (x + u) (m + w) - energy H b x|
      ≤ a ^ 2 * (‖H‖ / 2 + ‖C‖) * t ^ (2 * n + 3) := by
  -- the constraint term vanishes at the exact point
  have he : lagrangian H b C d x m = energy H b x := by
    rw [lagrangian, ((isStationary_iff hH x m).mp hs).2, sub_self, inner_zero_right, add_zero]
  rw [← he]
  exact lagrangian_error_le hH hs (by omega) (by omega) ht le_rfl le_rfl hu hw
```

## A one-dimensional case that reaches the order

Take $H=C=1$, $b=3$, $d=1$. The point $x=1$, $m=2$ satisfies the constraint and the force balance $1-3+2=0$. With $u=t^{n+2}$ and $w=t^{n+1}$, the change is
$$\tfrac12u^2+wu=t^{2n+3}+\tfrac12t^{2n+4}.$$
Divided by $t^{2n+3}$ this tends to $1$ as $t\to0$, so no higher power of $t$ can replace $t^{2n+3}$ in the general bound.

```lean
/-- In one dimension with `H = C = 1`, `b = 3`, `d = 1`, the point `(1, 2)` is stationary, and
errors `t^(n+2)` and `t^(n+1)` change the Lagrangian by `t^(2n+3) + t^(2n+4)/2`. -/
theorem error_order_sharp_witness :
    IsStationary (ContinuousLinearMap.id ℝ ℝ) 3 (ContinuousLinearMap.id ℝ ℝ) (1 : ℝ) 1 2 ∧
    ∀ (n : ℕ) (t : ℝ),
      lagrangian (ContinuousLinearMap.id ℝ ℝ) 3 (ContinuousLinearMap.id ℝ ℝ) (1 : ℝ)
          (1 + t ^ (n + 2)) (2 + t ^ (n + 1))
        - lagrangian (ContinuousLinearMap.id ℝ ℝ) 3 (ContinuousLinearMap.id ℝ ℝ) (1 : ℝ) 1 2
      = t ^ (2 * n + 3) + t ^ (2 * n + 4) / 2 := by
  have hi : ∀ y z : ℝ, inner ℝ y z = y * z := by
    intro y z
    simp [mul_comm]
  constructor
  · refine (isStationary_iff (fun y z => rfl) _ _).mpr ⟨fun u => ?_, rfl⟩
    simp only [hi, ContinuousLinearMap.id_apply]
    ring
  · intro n t
    simp only [lagrangian, energy, hi, ContinuousLinearMap.id_apply]
    ring

end

end LagrangianErrorOrder
```

```lean
#print axioms LagrangianErrorOrder.lagrangian_error_order
#print axioms LagrangianErrorOrder.constrained_energy_error
```

```
'LagrangianErrorOrder.lagrangian_error_order' depends on axioms: [propext, Classical.choice, Quot.sound]
'LagrangianErrorOrder.constrained_energy_error' depends on axioms: [propext, Classical.choice, Quot.sound]
```

## Without stationarity

Keep the same one-dimensional data and $x=1$, but take $m=0$. The constraint still holds, while the force balance fails: $1-3+0=-2$. With $u=t^{n+2}$ and $w=0$,
$$L(1+u,0)-L(1,0)=-2t^{n+2}+\tfrac12t^{2n+4}.$$
The error is now of order $n+2$, which is lower than $2n+3$ for every $n\ge0$, so no constant $K$ gives the bound for all $0<t\le1$.
